# Trapped thermodynamic integration on a finite configuration space is off by (1/β) ln(P₀(A)/P₁(A))

Let a system with finitely many configurations have energy $U_0+\lambda V$ and inverse temperature $\beta>0$, and let $A$ be a nonempty set of configurations, called a basin. If thermodynamic integration uses the equilibrium average of $V$ within $A$ at every $\lambda\in[0,1]$, it returns

$$\int_0^1\langle V\rangle_{A,\lambda}\,d\lambda=\Delta F+\frac1\beta\ln\frac{P_0(A)}{P_1(A)},$$

where $\Delta F$ is the free-energy difference of the full system and $P_\lambda(A)$ is the equilibrium population of $A$. The estimate is therefore correct exactly when $P_0(A)=P_1(A)$. In alchemical free-energy simulations this is the error left by a slow degree of freedom that never leaves its starting basin, here for a finite classical model with perfect sampling inside the basin.

## Energies, basins and averages

```lean
import Mathlib

open Finset

namespace TrappedThermodynamicIntegration

noncomputable section

variable {X : Type*}
```

`X` is the type of configurations. Nothing is assumed about their geometry or dynamics.

```lean
/-- Boltzmann weight of the configuration `x` for the energy `U0 + l V`. -/
def weight (β : ℝ) (U0 V : X → ℝ) (l : ℝ) (x : X) : ℝ :=
  Real.exp (-β * (U0 x + l * V x))
```

A `def` introduces a quantity. This one is the Boltzmann weight $w_\lambda(x)=e^{-\beta(U_0(x)+\lambda V(x))}$, with $\lambda$ written `l`. The functions `U0` and `V` are arbitrary real-valued functions on `X`.

```lean
/-- Partition function restricted to the configurations in `A`. -/
def partition (β : ℝ) (U0 V : X → ℝ) (A : Finset X) (l : ℝ) : ℝ :=
  ∑ x ∈ A, weight β U0 V l x
```

A `Finset X` is a finite set of configurations, and this is how a basin is represented. Its partition function is $Z_A(\lambda)=\sum_{x\in A}w_\lambda(x)$.

```lean
/-- Free energy of the system restricted to `A`. -/
def freeEnergy (β : ℝ) (U0 V : X → ℝ) (A : Finset X) (l : ℝ) : ℝ :=
  -(1 / β) * Real.log (partition β U0 V A l)
```

The basin free energy is $F_A(\lambda)=-\frac1\beta\ln Z_A(\lambda)$.

```lean
/-- Equilibrium average of `V` conditioned on the basin `A`. -/
def basinAverage (β : ℝ) (U0 V : X → ℝ) (A : Finset X) (l : ℝ) : ℝ :=
  (∑ x ∈ A, V x * weight β U0 V l x) / partition β U0 V A l
```

This is the average that a trapped but otherwise equilibrated simulation would measure:

$$\langle V\rangle_{A,\lambda}=\frac{\sum_{x\in A}V(x)\,w_\lambda(x)}{Z_A(\lambda)}.$$

```lean
/-- Thermodynamic integration over `[0, 1]` with sampling trapped in `A`. -/
def trappedEstimate (β : ℝ) (U0 V : X → ℝ) (A : Finset X) : ℝ :=
  ∫ l in (0 : ℝ)..1, basinAverage β U0 V A l
```

The trapped estimate is the exact integral of that average. The basin is the same at every $\lambda$, and there is neither statistical noise nor quadrature error, so trapping is the only source of error in the model.

```lean
/-- Equilibrium population of the basin `A` in the full system. -/
def population [Fintype X] (β : ℝ) (U0 V : X → ℝ) (A : Finset X) (l : ℝ) : ℝ :=
  partition β U0 V A l / partition β U0 V univ l
```

`[Fintype X]` says that the whole configuration space is finite, and `univ` is the set of all configurations. Writing $Z(\lambda)$ for its partition function, the population is $P_\lambda(A)=Z_A(\lambda)/Z(\lambda)$.

```lean
/-- Free-energy difference of the full system between `l = 0` and `l = 1`. -/
def deltaF [Fintype X] (β : ℝ) (U0 V : X → ℝ) : ℝ :=
  freeEnergy β U0 V univ 1 - freeEnergy β U0 V univ 0
```

With $F$ the free energy of `univ`, the true answer is $\Delta F=F(1)-F(0)$. The full system is treated as one more basin, so every lemma about basins also applies to it.

A continuous configuration space would be another way to model the problem. The sums would become integrals over a measure, and the theorems would need further hypotheses: finite, positive partition functions, and enough integrability to differentiate under the integral sign. With finite sums, a nonempty basin is enough.

## From the conditional average to the basin free energy

```lean
/-- The partition function of a nonempty basin is positive. -/
theorem partition_pos (β : ℝ) (U0 V : X → ℝ) {A : Finset X} (hA : A.Nonempty) (l : ℝ) :
    0 < partition β U0 V A l :=
  Finset.sum_pos (fun _ _ => Real.exp_pos _) hA
```

A `theorem` lists its variables and hypotheses in brackets after its name, and its conclusion follows the first colon outside those brackets. Here `hA` is the hypothesis that $A$ is nonempty, and the conclusion is $Z_A(\lambda)>0$, because a nonempty sum of exponentials is positive. This permits the divisions and logarithms below.

```lean
/-- The derivative of the basin free energy along the coupling parameter is the
average of `V` conditioned on the basin. -/
theorem hasDerivAt_freeEnergy {β : ℝ} (hβ : 0 < β) (U0 V : X → ℝ) {A : Finset X}
    (hA : A.Nonempty) (l : ℝ) :
    HasDerivAt (freeEnergy β U0 V A) (basinAverage β U0 V A l) l := by
  have hZ := partition_pos β U0 V hA l
  -- differentiate each Boltzmann weight
  have hw : ∀ x ∈ A, HasDerivAt (fun t => weight β U0 V t x)
      (weight β U0 V l x * (-β * (1 * V x))) l := by
    intro x _
    have h1 : HasDerivAt (fun t : ℝ => -β * (U0 x + t * V x)) (-β * (1 * V x)) l :=
      (((hasDerivAt_id' l).mul_const (V x)).const_add (U0 x)).const_mul (-β)
    exact h1.exp
  have hsum : HasDerivAt (partition β U0 V A)
      (∑ x ∈ A, weight β U0 V l x * (-β * (1 * V x))) l := HasDerivAt.fun_sum hw
  have hlog := (hsum.log hZ.ne').const_mul (-(1 / β))
  have hs : ∑ x ∈ A, weight β U0 V l x * (-β * (1 * V x))
      = -β * ∑ x ∈ A, V x * weight β U0 V l x := by
    rw [Finset.mul_sum]
    exact Finset.sum_congr rfl (fun x _ => by ring)
  refine HasDerivAt.congr_deriv hlog ?_
  rw [hs, basinAverage, mul_div_assoc, ← mul_assoc]
  have hb : -(1 / β) * -β = 1 := by
    have := hβ.ne'
    field_simp
  rw [hb, one_mul]
```

`HasDerivAt f d l` means that $f$ is differentiable at $l$ with derivative $d$. The theorem therefore says $F_A'(\lambda)=\langle V\rangle_{A,\lambda}$. By hand, each weight has derivative $-\beta V(x)w_\lambda(x)$, so

$$F_A'(\lambda)=-\frac1\beta\,\frac{Z_A'(\lambda)}{Z_A(\lambda)}
=-\frac1\beta\,\frac{-\beta\sum_{x\in A}V(x)w_\lambda(x)}{Z_A(\lambda)}
=\langle V\rangle_{A,\lambda}.$$

The proof takes the same route. `hw` differentiates one weight, `hsum` adds the derivatives, and `hlog` applies the chain rule to the logarithm. Then `hs` pulls $-\beta$ out of the sum, and `hb` cancels it against $-1/\beta$.

```lean
/-- Trapped thermodynamic integration gives the free-energy difference of the basin. -/
theorem trappedEstimate_eq {β : ℝ} (hβ : 0 < β) (U0 V : X → ℝ) {A : Finset X}
    (hA : A.Nonempty) :
    trappedEstimate β U0 V A = freeEnergy β U0 V A 1 - freeEnergy β U0 V A 0 := by
  have hw : ∀ x, Continuous (fun l => weight β U0 V l x) := by
    intro x
    unfold weight
    fun_prop
  have hc : Continuous (basinAverage β U0 V A) :=
    Continuous.div (continuous_finsetSum _ (fun x _ => continuous_const.mul (hw x)))
      (continuous_finsetSum _ (fun x _ => hw x))
      (fun l => (partition_pos β U0 V hA l).ne')
  exact intervalIntegral.integral_eq_sub_of_hasDerivAt
    (fun l _ => hasDerivAt_freeEnergy hβ U0 V hA l) (hc.intervalIntegrable _ _)
```

Integrating the derivative gives

$$\int_0^1\langle V\rangle_{A,\lambda}\,d\lambda=F_A(1)-F_A(0).$$

Trapped integration thus answers a well-posed question correctly, but the question concerns the basin and not the full system.

The proof turns on `intervalIntegral.integral_eq_sub_of_hasDerivAt`, Mathlib's form of the fundamental theorem of calculus. It asks for two things: a derivative at every point of the interval, and integrability of that derivative. The previous theorem supplies the first. For the second, `hw` shows that each weight is continuous in $\lambda$, and `hc` concludes that the average is continuous, being a quotient of continuous functions with a nonzero denominator. Continuity on a bounded interval then gives integrability.

## The error as a ratio of populations

```lean
/-- A nonempty basin has positive equilibrium population. -/
theorem population_pos [Fintype X] (β : ℝ) (U0 V : X → ℝ) {A : Finset X}
    (hA : A.Nonempty) (l : ℝ) : 0 < population β U0 V A l :=
  div_pos (partition_pos β U0 V hA l)
    (partition_pos β U0 V (hA.mono (Finset.subset_univ A)) l)
```

The population of a nonempty basin is a quotient of two positive partition functions, so it is positive.

```lean
/-- Trapped thermodynamic integration gives the full free-energy difference plus
`(1/β) ln (P₀(A) / P₁(A))`, where `P₀` and `P₁` are the endpoint populations. -/
theorem trappedEstimate_eq_deltaF_add [Fintype X] {β : ℝ} (hβ : 0 < β) (U0 V : X → ℝ)
    {A : Finset X} (hA : A.Nonempty) :
    trappedEstimate β U0 V A = deltaF β U0 V +
      (1 / β) * Real.log (population β U0 V A 0 / population β U0 V A 1) := by
  have hU := hA.mono (Finset.subset_univ A)
  -- the logarithm of the population separates basin and full free energies
  have hP : ∀ l, Real.log (population β U0 V A l)
      = Real.log (partition β U0 V A l) - Real.log (partition β U0 V univ l) := fun l =>
    Real.log_div (partition_pos β U0 V hA l).ne' (partition_pos β U0 V hU l).ne'
  rw [trappedEstimate_eq hβ U0 V hA, Real.log_div (population_pos β U0 V hA 0).ne'
    (population_pos β U0 V hA 1).ne', hP, hP]
  unfold deltaF freeEnergy
  ring
```

This is the formula from the opening. Taking the logarithm of $P_\lambda(A)=Z_A(\lambda)/Z(\lambda)$ and multiplying by $-1/\beta$ gives

$$F_A(\lambda)=F(\lambda)-\frac1\beta\ln P_\lambda(A).$$

Subtracting the value at $0$ from the value at $1$ yields

$$F_A(1)-F_A(0)=\Delta F-\frac1\beta\ln P_1(A)+\frac1\beta\ln P_0(A),$$

and the last two terms combine into $\frac1\beta\ln\frac{P_0(A)}{P_1(A)}$. In Lean, `hP` splits the logarithm of the population, `rw` substitutes the earlier results, and `ring` finishes the algebra.

```lean
/-- Trapped sampling yields the correct free-energy difference exactly when the
equilibrium populations of the basin agree at both endpoints. -/
theorem trappedEstimate_exact_iff [Fintype X] {β : ℝ} (hβ : 0 < β) (U0 V : X → ℝ)
    {A : Finset X} (hA : A.Nonempty) :
    trappedEstimate β U0 V A = deltaF β U0 V ↔
      population β U0 V A 0 = population β U0 V A 1 := by
  have h0 := population_pos β U0 V hA 0
  have h1 := population_pos β U0 V hA 1
  rw [trappedEstimate_eq_deltaF_add hβ U0 V hA, Real.log_div h0.ne' h1.ne']
  constructor
  · intro h
    have hm : (1 / β) * (Real.log (population β U0 V A 0)
        - Real.log (population β U0 V A 1)) = 0 := by linarith
    have hl := (mul_eq_zero.mp hm).resolve_left (one_div_pos.mpr hβ).ne'
    exact Real.log_injOn_pos h0 h1 (sub_eq_zero.mp hl)
  · intro h
    rw [h, sub_self, mul_zero, add_zero]
```

The symbol `↔` means "if and only if". The estimate equals $\Delta F$ precisely when $\frac1\beta(\ln P_0(A)-\ln P_1(A))=0$. Since $1/\beta\neq0$, the logarithms must agree, and since the logarithm is injective on positive numbers (`Real.log_injOn_pos`), so must the populations. Conversely, equal populations make the correction vanish.

Only the endpoints enter. The population may vary at intermediate $\lambda$ without spoiling the result, provided that it returns to its initial value.

```lean
/-- Trapped sampling overestimates the free-energy difference exactly when the basin
has a smaller equilibrium population at the final endpoint than at the initial one. -/
theorem deltaF_lt_trappedEstimate_iff [Fintype X] {β : ℝ} (hβ : 0 < β) (U0 V : X → ℝ)
    {A : Finset X} (hA : A.Nonempty) :
    deltaF β U0 V < trappedEstimate β U0 V A ↔
      population β U0 V A 1 < population β U0 V A 0 := by
  have h0 := population_pos β U0 V hA 0
  have h1 := population_pos β U0 V hA 1
  rw [trappedEstimate_eq_deltaF_add hβ U0 V hA, Real.log_div h0.ne' h1.ne',
    lt_add_iff_pos_right, mul_pos_iff_of_pos_left (one_div_pos.mpr hβ), sub_pos,
    Real.log_lt_log_iff h1 h0]
```

The sign of the error follows in the same way. The estimate exceeds $\Delta F$ exactly when $\ln P_0(A)-\ln P_1(A)>0$, which for positive populations means $P_1(A)<P_0(A)$. A basin that loses population gives too large a free-energy difference, and one that gains population gives too small a difference.

## Recombining separate basins

```lean
/-- The Boltzmann factor of a basin free-energy difference is the ratio of the
basin partition functions. -/
theorem exp_freeEnergy_sub {β : ℝ} (hβ : 0 < β) (U0 V : X → ℝ) {A : Finset X}
    (hA : A.Nonempty) :
    Real.exp (-β * (freeEnergy β U0 V A 1 - freeEnergy β U0 V A 0))
      = partition β U0 V A 1 / partition β U0 V A 0 := by
  have h : -β * (freeEnergy β U0 V A 1 - freeEnergy β U0 V A 0)
      = Real.log (partition β U0 V A 1) - Real.log (partition β U0 V A 0) := by
    have hb : β * (1 / β) = 1 := mul_one_div_cancel hβ.ne'
    unfold freeEnergy
    linear_combination (Real.log (partition β U0 V A 1)
      - Real.log (partition β U0 V A 0)) * hb
  rw [h, Real.exp_sub, Real.exp_log (partition_pos β U0 V hA 1),
    Real.exp_log (partition_pos β U0 V hA 0)]
```

Since $-\beta F_A(\lambda)=\ln Z_A(\lambda)$, exponentiating the difference gives

$$e^{-\beta(F_A(1)-F_A(0))}=\frac{Z_A(1)}{Z_A(0)}.$$

The proof first establishes the equality of exponents, `h`, and then removes the logarithms with `Real.exp_log`.

```lean
/-- If `b` divides the configurations into nonempty basins, the Boltzmann factors of
the trapped estimates, weighted by the initial populations, sum to that of the full
free-energy difference. -/
theorem recombine_basins [Fintype X] [Nonempty X] {ι : Type*} [Fintype ι] [DecidableEq ι]
    {β : ℝ} (hβ : 0 < β) (U0 V : X → ℝ) (b : X → ι) (hb : Function.Surjective b) :
    ∑ i, population β U0 V (univ.filter (fun x => b x = i)) 0 *
        Real.exp (-β * trappedEstimate β U0 V (univ.filter (fun x => b x = i)))
      = Real.exp (-β * deltaF β U0 V) := by
  -- each term is the final basin partition function over the initial full one
  have hterm : ∀ i, population β U0 V (univ.filter (fun x => b x = i)) 0 *
        Real.exp (-β * trappedEstimate β U0 V (univ.filter (fun x => b x = i)))
      = partition β U0 V (univ.filter (fun x => b x = i)) 1 / partition β U0 V univ 0 := by
    intro i
    obtain ⟨x, hx⟩ := hb i
    have hA : (univ.filter (fun x => b x = i)).Nonempty := ⟨x, by simp [hx]⟩
    have hZ := (partition_pos β U0 V hA 0).ne'
    have hU := (partition_pos β U0 V (univ_nonempty (α := X)) 0).ne'
    rw [trappedEstimate_eq hβ U0 V hA, exp_freeEnergy_sub hβ U0 V hA, population]
    field_simp
  rw [Finset.sum_congr rfl (fun i _ => hterm i), ← Finset.sum_div, deltaF,
    exp_freeEnergy_sub hβ U0 V univ_nonempty]
  congr 1
  exact Finset.sum_fiberwise univ b (weight β U0 V 1)
```

The function `b` assigns a basin label to each configuration, so the basins $B_i=\{x: b(x)=i\}$ are disjoint and cover the space. Surjectivity of `b` ensures that none is empty. Write $E_i$ for the trapped estimate in $B_i$. Then

$$P_0(B_i)\,e^{-\beta E_i}=\frac{Z_{B_i}(0)}{Z(0)}\cdot\frac{Z_{B_i}(1)}{Z_{B_i}(0)}=\frac{Z_{B_i}(1)}{Z(0)}.$$

This is `hterm`. Summing over $i$ gives

$$\sum_iP_0(B_i)\,e^{-\beta E_i}=\frac{Z(1)}{Z(0)}=e^{-\beta\Delta F}.$$

`Finset.sum_fiberwise` carries out the regrouping: summing within each basin and then over basins is the same as summing over all configurations. Given the initial populations, this formula therefore recovers $\Delta F$ from the trapped estimates. With more than one basin, the trapped averages of $V$ do not determine those populations: adding a nonzero constant to $U_0$ on one basin changes the populations but none of these averages.

## A two-state system that reports zero

```lean
/-- Two states start degenerate and `V` shifts only the state `false`, by `v`: sampling
trapped in `true` gives zero, while the true difference is `-(1/β) ln ((1 + exp(-βv))/2)`. -/
theorem two_state_trapped (β v : ℝ) :
    trappedEstimate β (fun _ : Bool => 0) (fun x => cond x 0 v) {true} = 0 ∧
    deltaF β (fun _ : Bool => 0) (fun x => cond x 0 v)
      = -(1 / β) * Real.log ((1 + Real.exp (-(β * v))) / 2) := by
  constructor
  · simp [trappedEstimate, basinAverage]
  · have h1 : partition β (fun _ : Bool => 0) (fun x => cond x 0 v) univ 1
        = 1 + Real.exp (-(β * v)) := by
      simp [partition, weight]
    have h0 : partition β (fun _ : Bool => 0) (fun x => cond x 0 v) univ 0 = 2 := by
      norm_num [partition, weight]
    have hp : (1 + Real.exp (-(β * v))) ≠ 0 := by positivity
    rw [deltaF, freeEnergy, freeEnergy, h1, h0, Real.log_div hp two_ne_zero]
    ring

end

end TrappedThermodynamicIntegration
```

The configurations are the two values of `Bool`, both with $U_0=0$. The perturbation is $V(\texttt{true})=0$ and $V(\texttt{false})=v$. A simulation trapped in `true` only ever sees $V=0$, so its estimate is zero. The full partition functions are $Z(0)=2$ and $Z(1)=1+e^{-\beta v}$, hence

$$\Delta F=-\frac1\beta\ln\frac{1+e^{-\beta v}}{2}.$$

The theorem puts no condition on `β`; the physical reading is for $\beta>0$. In that case the estimate is wrong whenever $v\neq0$, however smooth the simulation data look. The populations show why: that of `true` is $1/2$ at the start and $1/(1+e^{-\beta v})$ at the end.

In the proof, `simp` evaluates the trapped integral, `h1` and `h0` compute the two partition functions, and `Real.log_div` splits the logarithm of the quotient in the claimed formula, after which `ring` finishes the algebra.

```lean
#print axioms TrappedThermodynamicIntegration.trappedEstimate_eq_deltaF_add
#print axioms TrappedThermodynamicIntegration.trappedEstimate_exact_iff
#print axioms TrappedThermodynamicIntegration.recombine_basins
#print axioms TrappedThermodynamicIntegration.two_state_trapped
```

```
'TrappedThermodynamicIntegration.trappedEstimate_eq_deltaF_add' depends on axioms: [propext, Classical.choice, Quot.sound]
'TrappedThermodynamicIntegration.trappedEstimate_exact_iff' depends on axioms: [propext, Classical.choice, Quot.sound]
'TrappedThermodynamicIntegration.recombine_basins' depends on axioms: [propext, Classical.choice, Quot.sound]
'TrappedThermodynamicIntegration.two_state_trapped' depends on axioms: [propext, Classical.choice, Quot.sound]
```
